# The Laplacian under a linear deformation and the Bir–Pikus kinetic strain term

Under a homogeneous strain, a constant invertible matrix F multiplies the lattice vectors of a crystal and carries the point y to x = Fy. Atoms within a cell may shift further, which changes only the potential. The strained and unstrained crystals have different periods, so their Hamiltonians are hard to compare directly. In the crystal coordinate y the period stays fixed, and the strain appears in the kinetic energy and in the potential. What does the kinetic energy operator −κΔ, with κ = ħ²/2m and m the free-electron mass, become in that coordinate, and what is its first-order change?

The answer supplies the kinetic part of the Bir–Pikus strain Hamiltonian for one electron under homogeneous strain. The change of the crystal potential, which also contributes to deformation potentials, is not treated.

Positions are real vectors indexed by a finite type `n`.

In Lean 4 with Mathlib:

```lean
import Mathlib

open Matrix Topology Filter

namespace BirPikusKinetic

noncomputable section

variable {n : Type*} [Fintype n] [DecidableEq n]
```

Write ∂_i g for the derivative of g along the i-th coordinate vector; this is `pd i g`.

```lean
/-- The partial derivative of `g` along the coordinate `i`. -/
def pd (i : n) (g : (n → ℝ) → ℝ) (x : n → ℝ) : ℝ :=
  fderiv ℝ g x (Pi.single i 1)
```

The Laplacian is Δg = Σ_i ∂_i∂_i g.

```lean
/-- The Laplacian, the sum of the repeated second partial derivatives. -/
def laplacian (g : (n → ℝ) → ℝ) (x : n → ℝ) : ℝ :=
  ∑ i, pd i (pd i g) x
```

With F⁻ᵀ the transpose of F⁻¹, the strain metric is F⁻¹F⁻ᵀ.

```lean
/-- The metric `F⁻¹ F⁻ᵀ` of a deformation `F`. -/
def strainMetric (F : Matrix n n ℝ) : Matrix n n ℝ := F⁻¹ * (F⁻¹)ᵀ
```

The wavefunction g is real and twice continuously differentiable everywhere (`ContDiff ℝ 2 g`). A complex Bloch function is handled through its real and imaginary parts, but the cusp at a point nucleus is excluded.

## (a) First derivatives in linear coordinates

**Task.** Differentiate g(Ax) for a square matrix A, with g differentiable at Ax.

**Solution.** Moving x along coordinate i moves Ax along column i of A, whose k-th component is A_ki. Hence

∂_i[g(Ax)] = Σ_k A_ki (∂_k g)(Ax).

In the proof, `hs` expands that column in coordinate vectors, and linearity of the derivative gives the sum.

```lean
/-- Chain rule for partial derivatives under a linear change of coordinates. -/
theorem pd_comp_mulVec (A : Matrix n n ℝ) {g : (n → ℝ) → ℝ} {x : n → ℝ}
    (hg : DifferentiableAt ℝ g (A *ᵥ x)) (i : n) :
    pd i (fun z => g (A *ᵥ z)) x = ∑ k, A k i * pd k g (A *ᵥ x) := by
  have hA : HasFDerivAt (fun z => A *ᵥ z)
      (LinearMap.toContinuousLinearMap A.mulVecLin) x :=
    (LinearMap.toContinuousLinearMap A.mulVecLin).hasFDerivAt
  have h : HasFDerivAt (fun z => g (A *ᵥ z))
      ((fderiv ℝ g (A *ᵥ x)).comp (LinearMap.toContinuousLinearMap A.mulVecLin)) x :=
    HasFDerivAt.comp x hg.hasFDerivAt hA
  -- the image of a coordinate vector is a column of `A`
  have hs : A *ᵥ (Pi.single i (1 : ℝ) : n → ℝ)
      = ∑ k, A k i • (Pi.single k (1 : ℝ) : n → ℝ) := by
    ext j
    simp [Finset.sum_apply, Pi.single_apply]
  unfold pd
  rw [h.fderiv]
  change fderiv ℝ g (A *ᵥ x) (A *ᵥ (Pi.single i (1 : ℝ) : n → ℝ)) = _
  rw [hs, map_sum]
  simp only [map_smul, smul_eq_mul]
```

## (b) The Laplacian in linear coordinates

**Task.** Find the Laplacian of g(Ax).

**Solution.** Apply (a) again to each ∂_k g, then sum over i:

Δ[g(Ax)] = Σ_i Σ_l Σ_k A_li A_ki (∂_l∂_k g)(Ax)
= Σ_l Σ_k (AAᵀ)_lk (∂_l∂_k g)(Ax).

The second application is `h2`; the remaining steps reorder the finite sums.

```lean
/-- The Laplacian of `x ↦ g (A x)` is the second-derivative form of `g` with
coefficients `A Aᵀ`, taken at `A x`. -/
theorem laplacian_comp_mulVec (A : Matrix n n ℝ) {g : (n → ℝ) → ℝ}
    (hg : ContDiff ℝ 2 g) (x : n → ℝ) :
    laplacian (fun z => g (A *ᵥ z)) x
      = ∑ i, ∑ j, (A * Aᵀ) i j * pd i (pd j g) (A *ᵥ x) := by
  have hg1 : ContDiff ℝ 1 (fderiv ℝ g) := hg.fderiv_right (by norm_num)
  have hd : ∀ k, Differentiable ℝ (pd k g) := fun k y =>
    ((hg1.differentiable (by norm_num)) y).clm_apply (differentiableAt_const _)
  have h1 : ∀ i, pd i (fun z => g (A *ᵥ z))
      = fun z => ∑ k, A k i * pd k g (A *ᵥ z) := fun i =>
    funext fun z => pd_comp_mulVec A ((hg.differentiable (by norm_num)) _) i
  -- apply the chain rule a second time
  have h2 : ∀ i, pd i (pd i (fun z => g (A *ᵥ z))) x
      = ∑ l, A l i * ∑ k, A k i * pd l (pd k g) (A *ᵥ x) := by
    intro i
    have hG : HasFDerivAt (fun y => ∑ k, A k i * pd k g y)
        (∑ k, A k i • fderiv ℝ (pd k g) (A *ᵥ x)) (A *ᵥ x) :=
      HasFDerivAt.fun_sum fun k _ => (hd k (A *ᵥ x)).hasFDerivAt.const_mul (A k i)
    rw [h1 i, pd_comp_mulVec A (g := fun y => ∑ k, A k i * pd k g y)
      hG.differentiableAt i]
    refine Finset.sum_congr rfl fun l _ => ?_
    congr 1
    change fderiv ℝ (fun y => ∑ k, A k i * pd k g y) (A *ᵥ x) (Pi.single l 1) = _
    rw [hG.fderiv, _root_.sum_apply]
    exact Finset.sum_congr rfl fun k _ => rfl
  simp only [laplacian, h2, Matrix.mul_apply, Matrix.transpose_apply,
    Finset.mul_sum, Finset.sum_mul]
  rw [Finset.sum_comm]
  refine Finset.sum_congr rfl fun l _ => ?_
  rw [Finset.sum_comm]
  refine Finset.sum_congr rfl fun k _ => Finset.sum_congr rfl fun i _ => ?_
  ring
```

## (c) The Laplacian in the strained crystal

**Task.** Let f carry g along with the deformation, f(Fy) = g(y). Find Δf at Fy.

**Solution.** Since F is invertible, f(x) = g(F⁻¹x). Put A = F⁻¹ in (b) and evaluate at x = Fy, where F⁻¹x = y:

(Δf)(Fy) = Σ_i Σ_j (F⁻¹F⁻ᵀ)_ij ∂_i∂_j g(y).

Invertibility is the hypothesis `IsUnit F.det`. The function f carries no normalisation factor |det F|^(−1/2); being constant in x, that factor would multiply both sides equally.

```lean
/-- If `f` is the function `g` carried along by an invertible deformation `F`, the
Laplacian of `f` at `F y` is the second-derivative form of `g` at `y` with the
strain metric as coefficients. -/
theorem laplacian_strained {F : Matrix n n ℝ} (hF : IsUnit F.det)
    {f g : (n → ℝ) → ℝ} (hfg : ∀ y, f (F *ᵥ y) = g y) (hg : ContDiff ℝ 2 g)
    (y : n → ℝ) :
    laplacian f (F *ᵥ y) = ∑ i, ∑ j, strainMetric F i j * pd i (pd j g) y := by
  have hf : f = fun x => g (F⁻¹ *ᵥ x) := by
    funext x
    rw [← hfg, Matrix.mulVec_mulVec, Matrix.mul_nonsing_inv _ hF, Matrix.one_mulVec]
  rw [hf, laplacian_comp_mulVec F⁻¹ hg, Matrix.mulVec_mulVec,
    Matrix.nonsing_inv_mul _ hF, Matrix.one_mulVec]
  rfl
```

## (d) The metric and the Cauchy–Green tensor

**Task.** For invertible F, relate the strain metric to FᵀF, which gives squared lengths after deformation.

**Solution.** Regroup the product:

(F⁻¹F⁻ᵀ)(FᵀF) = F⁻¹(F⁻ᵀFᵀ)F = F⁻¹F = 1.

Lengths use FᵀF and second derivatives use its inverse, so a stretch along a principal axis of FᵀF reduces the kinetic coefficient along that axis.

```lean
/-- The strain metric is inverse to the Cauchy–Green tensor `Fᵀ F`. -/
theorem strainMetric_mul_cauchyGreen {F : Matrix n n ℝ} (hF : IsUnit F.det) :
    strainMetric F * (Fᵀ * F) = 1 := by
  have h : (F⁻¹)ᵀ * Fᵀ = 1 := by
    rw [← Matrix.transpose_mul, Matrix.mul_nonsing_inv _ hF, Matrix.transpose_one]
  calc strainMetric F * (Fᵀ * F) = F⁻¹ * ((F⁻¹)ᵀ * Fᵀ) * F := by
        simp only [strainMetric, Matrix.mul_assoc]
    _ = 1 := by rw [h, Matrix.mul_one, Matrix.nonsing_inv_mul _ hF]
```

## (e) Small strains are invertible

**Task.** Show that 1 + te is invertible for small t, for any fixed matrix e.

**Solution.** det(1 + te) is continuous in t and equals 1 at t = 0, so it is nonzero nearby. The notation `∀ᶠ t : ℝ in 𝓝 0` means "for all t sufficiently close to 0".

```lean
/-- For small `t` the deformation `1 + t e` is invertible. -/
theorem eventually_invertible (e : Matrix n n ℝ) :
    ∀ᶠ t : ℝ in 𝓝 0, IsUnit (1 + t • e).det := by
  have hc : Continuous fun t : ℝ => 1 + t • e :=
    continuous_const.add (continuous_id.smul continuous_const)
  have h := hc.matrix_det.continuousAt.eventually_ne (x := (0 : ℝ)) (y := 0) (by simp)
  exact h.mono fun t ht => isUnit_iff_ne_zero.mpr ht
```

## (f) First-order change of the inverse

**Task.** Differentiate X(t) = (1 + te)⁻¹ at t = 0.

**Solution.** From (1 + te)X = 1 we get X = 1 − teX. For small t ≠ 0,

(X(t) − 1)/t = −eX(t) → −e,

because X is continuous at 0 and X(0) = 1. The proof obtains continuity (`hinv`) from the adjugate formula for the inverse. Then `hp` takes the limit of the difference quotient, entry by entry.

```lean
/-- The entries of the inverse deformation `(1 + t e)⁻¹` have derivative `-e` at
`t = 0`. -/
theorem hasDerivAt_inv_deformation (e : Matrix n n ℝ) (i j : n) :
    HasDerivAt (fun t : ℝ => (1 + t • e)⁻¹ i j) (-e i j) 0 := by
  have hc : Continuous fun t : ℝ => 1 + t • e :=
    continuous_const.add (continuous_id.smul continuous_const)
  have hinv : ContinuousAt (fun t : ℝ => (1 + t • e)⁻¹) 0 := by
    simp only [Matrix.inv_def, Ring.inverse_eq_inv']
    exact (hc.matrix_det.continuousAt.inv₀ (by simp)).smul
      hc.matrix_adjugate.continuousAt
  have hm : Continuous fun M : Matrix n n ℝ => (e * M) i j :=
    (continuous_const.matrix_mul continuous_id).matrix_elem i j
  have hE : Tendsto (fun t : ℝ => (e * (1 + t • e)⁻¹) i j) (𝓝 0)
      (𝓝 ((e * (1 + (0 : ℝ) • e)⁻¹) i j)) := (hm.tendsto _).comp hinv
  -- `t h(t)` has derivative `h(0)` at zero when `h` is continuous there
  have hp : HasDerivAt (fun t : ℝ => t * (e * (1 + t • e)⁻¹) i j)
      ((e * (1 + (0 : ℝ) • e)⁻¹) i j) 0 := by
    rw [hasDerivAt_iff_tendsto_slope]
    refine (hE.mono_left nhdsWithin_le_nhds).congr' ?_
    filter_upwards [self_mem_nhdsWithin] with t ht
    have ht' : t ≠ 0 := ht
    simp [slope_def_field, ht']
  refine ((hp.const_sub ((1 : Matrix n n ℝ) i j)).congr_of_eventuallyEq ?_).congr_deriv
    (by simp)
  -- the inverse `X` satisfies `X = 1 - t e X`
  filter_upwards [eventually_invertible e] with t ht
  have h1 := Matrix.mul_nonsing_inv (1 + t • e) ht
  rw [Matrix.add_mul, Matrix.one_mul, Matrix.smul_mul] at h1
  have h2 := congrFun (congrFun h1 i) j
  simp only [Matrix.add_apply, Matrix.smul_apply, smul_eq_mul] at h2
  linarith
```

## (g) First-order change of the metric

**Task.** Differentiate the strain metric of 1 + te at t = 0.

**Solution.** Its entries are Σ_k X_ik X_jk. With δ_ij the entries of the identity matrix, the product rule gives

Σ_k (−e_ik δ_jk − δ_ik e_jk) = −(e_ij + e_ji).

Here e may be any displacement gradient. An antisymmetric e, an infinitesimal rotation, gives zero; a symmetric strain gives −2e_ij.

```lean
/-- For any displacement gradient `e`, the strain metric of `1 + t e` has derivative
`-(e + eᵀ)` at `t = 0`. -/
theorem hasDerivAt_strainMetric (e : Matrix n n ℝ) (i j : n) :
    HasDerivAt (fun t : ℝ => strainMetric (1 + t • e) i j) (-(e i j + e j i)) 0 := by
  have h := HasDerivAt.fun_sum (u := Finset.univ) fun k _ =>
    (hasDerivAt_inv_deformation e i k).fun_mul (hasDerivAt_inv_deformation e j k)
  refine (h.congr_deriv ?_).congr_of_eventuallyEq (Eventually.of_forall fun t => ?_)
  · simp [Matrix.one_apply, Finset.sum_add_distrib]
    first | done | ring
  · simp only [strainMetric, Matrix.mul_apply, Matrix.transpose_apply]
```

## (h) The Bir–Pikus kinetic term

**Task.** For symmetric e, find the first-order change of the kinetic energy acting on the carried-along function, at fixed y.

**Solution.** By (e), part (c) applies for small t. The derivatives ∂_i∂_j g(y) do not depend on t, so only the metric is differentiated:

d/dt [−κ Σ_i Σ_j (metric)_ij ∂_i∂_j g(y)] at t = 0
= 2κ Σ_i Σ_j e_ij ∂_i∂_j g(y).

With p_i = −iħ∂_i and κ = ħ²/2m, this is the operator −(1/m) Σ_i Σ_j e_ij p_i p_j acting on g.

The hypothesis `e.IsSymm` turns e_ij + e_ji into 2e_ij. The evaluation point `(1 + t • e) *ᵥ y` moves with the crystal, which is what fixed y means. The derivative is taken pointwise, for each g and y; no convergence of operators or energy levels is stated.

In a plane-wave calculation, the integer labels of a reciprocal vector G stay fixed while the cell is strained, and G becomes F⁻ᵀG. Its squared length is then Gᵀ(F⁻¹F⁻ᵀ)G, so the kinetic energy κ|G|² changes at the rate −2κ Σ_i Σ_j e_ij G_i G_j. Put k + G in place of G, with k also fixed in reciprocal-lattice coordinates. Weight by the occupations, the k-point weights and the squared moduli of the plane-wave coefficients, and sum over k, bands and G: the coefficients of e_ij then give the kinetic contribution to the stress tensor, up to volume and sign convention.

```lean
/-- Bir–Pikus kinetic term: under a symmetric strain `t e`, the kinetic energy `-κ Δ`
acting on the carried-along function `g` has derivative `2 κ ∑ e_ij ∂_i ∂_j g` at
`t = 0`, at fixed crystal coordinate `y`. -/
theorem birPikus_kinetic (κ : ℝ) {e : Matrix n n ℝ} (he : e.IsSymm)
    {g : (n → ℝ) → ℝ} (hg : ContDiff ℝ 2 g) (y : n → ℝ) :
    HasDerivAt (fun t : ℝ =>
        -κ * laplacian (fun x => g ((1 + t • e)⁻¹ *ᵥ x)) ((1 + t • e) *ᵥ y))
      (2 * κ * ∑ i, ∑ j, e i j * pd i (pd j g) y) 0 := by
  have h := (HasDerivAt.fun_sum (u := Finset.univ) fun i _ =>
    HasDerivAt.fun_sum (u := Finset.univ) fun j _ =>
      (hasDerivAt_strainMetric e i j).mul_const (pd i (pd j g) y)).const_mul (-κ)
  refine (h.congr_deriv ?_).congr_of_eventuallyEq ?_
  · simp only [Finset.mul_sum]
    refine Finset.sum_congr rfl fun i _ => Finset.sum_congr rfl fun j _ => ?_
    rw [he.apply i j]
    ring
  · -- near `t = 0` the Laplacian is given by the strain metric
    filter_upwards [eventually_invertible e] with t ht
    rw [laplacian_strained ht (g := g) (fun z => ?_) hg y]
    rw [Matrix.mulVec_mulVec, Matrix.nonsing_inv_mul _ ht, Matrix.one_mulVec]
```

## (i) Uniform dilation

**Task.** Specialise to e = 1.

**Solution.** Only the terms with i = j survive, giving 2κΔg(y). Direct scaling agrees: the kinetic energy is −κ(1 + t)⁻²Δg(y), whose derivative at t = 0 is 2κΔg(y). This is −2 times the unstrained kinetic term −κΔg(y).

```lean
/-- Under a uniform dilation `1 + t`, the kinetic energy `-κ Δ` of the carried-along
function has derivative `2 κ Δ g` at `t = 0`. -/
theorem birPikus_dilation (κ : ℝ) {g : (n → ℝ) → ℝ} (hg : ContDiff ℝ 2 g)
    (y : n → ℝ) :
    HasDerivAt (fun t : ℝ => -κ * laplacian
        (fun x => g ((1 + t • (1 : Matrix n n ℝ))⁻¹ *ᵥ x))
        ((1 + t • (1 : Matrix n n ℝ)) *ᵥ y))
      (2 * κ * laplacian g y) 0 :=
  (birPikus_kinetic κ Matrix.isSymm_one hg y).congr_deriv
    (by simp [laplacian, Matrix.one_apply])

end

end BirPikusKinetic
```

```lean
#print axioms BirPikusKinetic.strainMetric_mul_cauchyGreen
-- 'BirPikusKinetic.strainMetric_mul_cauchyGreen' depends on axioms: [propext, Classical.choice, Quot.sound]
#print axioms BirPikusKinetic.birPikus_kinetic
-- 'BirPikusKinetic.birPikus_kinetic' depends on axioms: [propext, Classical.choice, Quot.sound]
#print axioms BirPikusKinetic.birPikus_dilation
-- 'BirPikusKinetic.birPikus_dilation' depends on axioms: [propext, Classical.choice, Quot.sound]
```
